# With nonnegative self-energy strengths and all poles below ε, the linearised quasiparticle energy never exceeds the root above ε

For a single pole of strength 2 at $-1$ and a bare level at $0$, the equation $x = 2/(x+1)$ has the root $x=1$ above the level, while following the tangent from $0$ gives only $2/3$, because the curve bends upwards away from its tangent. The Lean code below proves this undershoot for any finite set of poles with nonnegative strengths, all lying below the bare level.

```lean
import Mathlib

open Filter Topology

namespace QuasiparticleLinearisation

noncomputable section

variable {ι : Type*} [Fintype ι]

/-- The self-energy in Lehmann form, with pole strengths `b j` and pole positions `d j`;
its domain is the set of energies `x` different from every `d j`. -/
def selfEnergy (b d : ι → ℝ) (x : ℝ) : ℝ := ∑ j, b j / (x - d j)

/-- The slope of the self-energy at an energy `x` different from every pole `d j`. -/
def slope (b d : ι → ℝ) (x : ℝ) : ℝ := -∑ j, b j / (x - d j) ^ 2

/-- The renormalisation factor `Z = 1 / (1 - Σ'(x))`, for `x` different from every pole
and `Σ'(x)` different from one. -/
def weight (b d : ι → ℝ) (x : ℝ) : ℝ := 1 / (1 - slope b d x)

/-- One Newton step for the quasiparticle equation `x = ε + Σ(x)`, on the domain of
`weight`. -/
def newtonStep (b d : ι → ℝ) (ε x : ℝ) : ℝ :=
  x + weight b d x * (ε + selfEnergy b d x - x)

variable {b d : ι → ℝ} {ε x y xs : ℝ}

/-- Away from the poles, `slope` is the derivative of the self-energy. -/
theorem hasDerivAt_selfEnergy (hx : ∀ j, x ≠ d j) :
    HasDerivAt (selfEnergy b d) (slope b d x) x := by
  have h : ∀ j, HasDerivAt (fun y => b j / (y - d j)) (-(b j / (x - d j) ^ 2)) x := by
    intro j
    exact ((hasDerivAt_const x (b j)).fun_div ((hasDerivAt_id' x).sub_const (d j))
      (sub_ne_zero.2 (hx j))).congr_deriv (by ring)
  have hs : HasDerivAt (fun y => ∑ j, b j / (y - d j))
      (∑ j, -(b j / (x - d j) ^ 2)) x := HasDerivAt.fun_sum (fun j _ => h j)
  rw [Finset.sum_neg_distrib] at hs
  exact hs

/-- The drop of the self-energy between two energies away from the poles, in closed form. -/
theorem selfEnergy_chord (hx : ∀ j, x ≠ d j) (hy : ∀ j, y ≠ d j) :
    selfEnergy b d x - selfEnergy b d y
      = (y - x) * ∑ j, b j / ((x - d j) * (y - d j)) := by
  unfold selfEnergy
  rw [← Finset.sum_sub_distrib, Finset.mul_sum]
  refine Finset.sum_congr rfl fun j _ => ?_
  rw [div_sub_div _ _ (sub_ne_zero.2 (hx j)) (sub_ne_zero.2 (hy j)), ← mul_div_assoc]
  congr 1
  ring

/-- The self-energy at `y` minus the value there of its tangent at `x`, in closed form, for `x` and
`y` away from the poles. -/
theorem selfEnergy_tangent_gap (hx : ∀ j, x ≠ d j) (hy : ∀ j, y ≠ d j) :
    selfEnergy b d y - (selfEnergy b d x + slope b d x * (y - x))
      = (y - x) ^ 2 * ∑ j, b j / ((x - d j) ^ 2 * (y - d j)) := by
  have term : ∀ j, b j / (y - d j) - b j / (x - d j) + b j / (x - d j) ^ 2 * (y - x)
      = (y - x) ^ 2 * (b j / ((x - d j) ^ 2 * (y - d j))) := by
    intro j
    have h1 := sub_ne_zero.2 (hx j)
    have h2 := sub_ne_zero.2 (hy j)
    field_simp
    ring
  rw [Finset.mul_sum, ← Finset.sum_congr rfl (fun j _ => term j)]
  simp only [selfEnergy, slope, Finset.sum_add_distrib, Finset.sum_sub_distrib,
    ← Finset.sum_mul]
  ring

/-- Above all poles, a self-energy with nonnegative pole strengths does not increase. -/
theorem selfEnergy_anti (hb : ∀ j, 0 ≤ b j) (hx : ∀ j, d j < x) (hxy : x ≤ y) :
    selfEnergy b d y ≤ selfEnergy b d x := by
  unfold selfEnergy
  refine Finset.sum_le_sum fun j _ => ?_
  exact div_le_div_of_nonneg_left (hb j) (sub_pos.2 (hx j)) (by linarith)

/-- With nonnegative pole strengths, above all poles the renormalisation factor is positive, at most
one, and does not decrease with energy. -/
theorem weight_bounds (hb : ∀ j, 0 ≤ b j) (hd : ∀ j, d j < ε) (hx : ε ≤ x) :
    0 < weight b d ε ∧ weight b d ε ≤ weight b d x ∧ weight b d x ≤ 1 := by
  have h0 : 0 ≤ ∑ j, b j / (x - d j) ^ 2 :=
    Finset.sum_nonneg fun j _ => div_nonneg (hb j) (sq_nonneg _)
  have h1 : ∑ j, b j / (x - d j) ^ 2 ≤ ∑ j, b j / (ε - d j) ^ 2 := by
    refine Finset.sum_le_sum fun j _ => ?_
    have hp := sub_pos.2 (hd j)
    exact div_le_div_of_nonneg_left (hb j) (pow_pos hp 2)
      (pow_le_pow_left₀ hp.le (by linarith) 2)
  unfold weight slope
  refine ⟨one_div_pos.2 (by linarith), one_div_le_one_div_of_le (by linarith)
    (by linarith), ?_⟩
  rw [div_le_one (by linarith)]
  linarith

/-- Let all strengths be nonnegative and all poles lie below `ε`. From an energy between `ε` and a
root `xs`, a Newton step does not move down, does not pass the root, and leaves an error at most `1
- Z(ε)` times the previous one. -/
theorem newtonStep_bounds (hb : ∀ j, 0 ≤ b j) (hd : ∀ j, d j < ε) (hx : ε ≤ x)
    (hxs : x ≤ xs) (hroot : xs = ε + selfEnergy b d xs) :
    x ≤ newtonStep b d ε x ∧ newtonStep b d ε x ≤ xs ∧
      xs - newtonStep b d ε x ≤ (1 - weight b d ε) * (xs - x) := by
  obtain ⟨z0, z1, -⟩ := weight_bounds hb hd hx
  have zx : 0 < weight b d x := lt_of_lt_of_le z0 z1
  have dx : ∀ j, d j < x := fun j => lt_of_lt_of_le (hd j) hx
  have dxs : ∀ j, d j < xs := fun j => lt_of_lt_of_le (dx j) hxs
  have hr : xs - x ≤ ε + selfEnergy b d x - x := by
    linarith [selfEnergy_anti hb dx hxs]
  -- the self-energy lies on or above its tangent
  have hgap := selfEnergy_tangent_gap (b := b) (fun j => (dx j).ne') (fun j => (dxs j).ne')
  have hnn : 0 ≤ (xs - x) ^ 2 * ∑ j, b j / ((x - d j) ^ 2 * (xs - d j)) :=
    mul_nonneg (sq_nonneg _) (Finset.sum_nonneg fun j _ =>
      div_nonneg (hb j) (mul_nonneg (sq_nonneg _) (sub_pos.2 (dxs j)).le))
  have ht : ε + selfEnergy b d x - x ≤ (xs - x) * (1 - slope b d x) := by linarith
  have hZ : weight b d x * (1 - slope b d x) = 1 :=
    one_div_mul_cancel (one_div_pos.1 zx).ne'
  have hup := mul_le_mul_of_nonneg_left ht zx.le
  have he : weight b d x * ((xs - x) * (1 - slope b d x)) = xs - x := by
    linear_combination (xs - x) * hZ
  have hlow := mul_le_mul z1 hr (sub_nonneg.2 hxs) zx.le
  have hpos := mul_nonneg z0.le (sub_nonneg.2 hxs)
  unfold newtonStep
  refine ⟨by linarith, by linarith, by linarith⟩

/-- With nonnegative strengths and all poles below `ε`, the quasiparticle equation has exactly one
root in `[ε, ∞)`; it lies between the linearised solution `ε + Z Σ(ε)` and the value `ε + Σ(ε)`. -/
theorem quasiparticle_root_bracket (hb : ∀ j, 0 ≤ b j) (hd : ∀ j, d j < ε) :
    ∃ xs, (ε ≤ xs ∧ xs = ε + selfEnergy b d xs) ∧
      (∀ y, ε ≤ y → y = ε + selfEnergy b d y → y = xs) ∧
      ε ≤ ε + weight b d ε * selfEnergy b d ε ∧
      ε + weight b d ε * selfEnergy b d ε ≤ xs ∧
      xs ≤ ε + selfEnergy b d ε := by
  have hS : 0 ≤ selfEnergy b d ε :=
    Finset.sum_nonneg fun j _ => div_nonneg (hb j) (sub_pos.2 (hd j)).le
  have hle : ε ≤ ε + selfEnergy b d ε := by linarith
  have hc : ContinuousOn (selfEnergy b d) (Set.Icc ε (ε + selfEnergy b d ε)) :=
    fun x hx => (hasDerivAt_selfEnergy
      (fun j => (lt_of_lt_of_le (hd j) hx.1).ne')).continuousAt.continuousWithinAt
  have hf : ContinuousOn (fun x => x - ε - selfEnergy b d x)
      (Set.Icc ε (ε + selfEnergy b d ε)) :=
    (continuousOn_id.sub continuousOn_const).sub hc
  -- the residual is at most zero at `ε` and at least zero at `ε + Σ(ε)`
  have hmem : (0 : ℝ) ∈ Set.Icc (ε - ε - selfEnergy b d ε)
      (ε + selfEnergy b d ε - ε - selfEnergy b d (ε + selfEnergy b d ε)) :=
    ⟨by linarith, by linarith [selfEnergy_anti hb hd hle]⟩
  obtain ⟨xs, hxs, h0⟩ := intermediate_value_Icc hle hf hmem
  have hroot : xs = ε + selfEnergy b d xs := by
    have h0' : xs - ε - selfEnergy b d xs = 0 := h0
    linarith
  have hstep := newtonStep_bounds hb hd le_rfl hxs.1 hroot
  have he : newtonStep b d ε ε = ε + weight b d ε * selfEnergy b d ε := by
    unfold newtonStep
    ring
  rw [he] at hstep
  refine ⟨xs, ⟨hxs.1, hroot⟩, fun y hy hyr => ?_, hstep.1, hstep.2.1, hxs.2⟩
  -- a self-energy that does not increase allows only one crossing
  rcases le_total y xs with h | h
  · linarith [selfEnergy_anti hb (fun j => lt_of_lt_of_le (hd j) hy) h]
  · linarith [selfEnergy_anti hb (fun j => lt_of_lt_of_le (hd j) hxs.1) h]

/-- Let all strengths be nonnegative, at least one of them positive, and all poles lie below `ε`.
Then the linearised solution lies strictly between `ε` and any root `xs ≥ ε`, and that root lies
strictly below `ε + Σ(ε)`. -/
theorem linearisation_strict (hb : ∀ j, 0 ≤ b j) (hd : ∀ j, d j < ε)
    (hpos : ∃ j, 0 < b j) (hxs : ε ≤ xs) (hroot : xs = ε + selfEnergy b d xs) :
    ε < ε + weight b d ε * selfEnergy b d ε ∧
      ε + weight b d ε * selfEnergy b d ε < xs ∧ xs < ε + selfEnergy b d ε := by
  obtain ⟨k, hk⟩ := hpos
  have dxs : ∀ j, d j < xs := fun j => lt_of_lt_of_le (hd j) hxs
  -- a sum of pole strengths over positive denominators is positive
  have key : ∀ c : ι → ℝ, (∀ j, 0 < c j) → 0 < ∑ j, b j / c j := fun c hc =>
    Finset.sum_pos' (fun j _ => div_nonneg (hb j) (hc j).le)
      ⟨k, Finset.mem_univ k, div_pos hk (hc k)⟩
  have hS : 0 < selfEnergy b d ε := key _ fun j => sub_pos.2 (hd j)
  have hSx : 0 < selfEnergy b d xs := key _ fun j => sub_pos.2 (dxs j)
  have hlt : 0 < xs - ε := by linarith
  have z0 := (weight_bounds hb hd le_rfl).1
  have hchord := selfEnergy_chord (b := b) (fun j => (hd j).ne') (fun j => (dxs j).ne')
  have hc := mul_pos hlt (key (fun j => (ε - d j) * (xs - d j))
    fun j => mul_pos (sub_pos.2 (hd j)) (sub_pos.2 (dxs j)))
  have hgap := selfEnergy_tangent_gap (b := b) (fun j => (hd j).ne') (fun j => (dxs j).ne')
  have hg := mul_pos (pow_pos hlt 2) (key (fun j => (ε - d j) ^ 2 * (xs - d j))
    fun j => mul_pos (pow_pos (sub_pos.2 (hd j)) 2) (sub_pos.2 (dxs j)))
  have ht : selfEnergy b d ε < (xs - ε) * (1 - slope b d ε) := by linarith
  have hZ : weight b d ε * (1 - slope b d ε) = 1 :=
    one_div_mul_cancel (one_div_pos.1 z0).ne'
  have hup := mul_lt_mul_of_pos_left ht z0
  have he : weight b d ε * ((xs - ε) * (1 - slope b d ε)) = xs - ε := by
    linear_combination (xs - ε) * hZ
  exact ⟨by linarith [mul_pos z0 hS], by linarith, by linarith⟩

/-- Let all strengths be nonnegative, all poles lie below `ε`, and `xs ≥ ε` be a root. Newton
iterates started at `ε` stay between `ε` and the root, have error at most `(1 - Z(ε))^n (xs - ε)`
after `n` steps, and converge to the root. -/
theorem newton_converges (hb : ∀ j, 0 ≤ b j) (hd : ∀ j, d j < ε)
    (hxs : ε ≤ xs) (hroot : xs = ε + selfEnergy b d xs) :
    (∀ n : ℕ, ε ≤ (newtonStep b d ε)^[n] ε ∧ (newtonStep b d ε)^[n] ε ≤ xs ∧
      xs - (newtonStep b d ε)^[n] ε ≤ (1 - weight b d ε) ^ n * (xs - ε)) ∧
    Tendsto (fun n : ℕ => (newtonStep b d ε)^[n] ε) atTop (𝓝 xs) := by
  obtain ⟨z0, -, z1⟩ := weight_bounds hb hd (le_refl ε)
  have hq : 0 ≤ 1 - weight b d ε := by linarith
  have hn : ∀ n : ℕ, ε ≤ (newtonStep b d ε)^[n] ε ∧ (newtonStep b d ε)^[n] ε ≤ xs ∧
      xs - (newtonStep b d ε)^[n] ε ≤ (1 - weight b d ε) ^ n * (xs - ε) := by
    intro n
    induction n with
    | zero => simp [hxs]
    | succ n ih =>
      obtain ⟨h1, h2, h3⟩ := ih
      obtain ⟨s1, s2, s3⟩ := newtonStep_bounds hb hd h1 h2 hroot
      rw [Function.iterate_succ_apply']
      refine ⟨h1.trans s1, s2, s3.trans ?_⟩
      calc (1 - weight b d ε) * (xs - (newtonStep b d ε)^[n] ε)
          ≤ (1 - weight b d ε) * ((1 - weight b d ε) ^ n * (xs - ε)) :=
            mul_le_mul_of_nonneg_left h3 hq
        _ = (1 - weight b d ε) ^ (n + 1) * (xs - ε) := by ring
  refine ⟨hn, ?_⟩
  -- squeeze the iterates between the geometric bound and the root
  have hp := ((tendsto_pow_atTop_nhds_zero_of_lt_one hq (by linarith)).mul_const
    (xs - ε)).const_sub xs
  rw [zero_mul, sub_zero] at hp
  exact tendsto_of_tendsto_of_tendsto_of_le_of_le hp tendsto_const_nhds
    (fun n => by linarith [(hn n).2.2]) (fun n => (hn n).2.1)

end

end QuasiparticleLinearisation
```

```lean
#print axioms QuasiparticleLinearisation.quasiparticle_root_bracket
#print axioms QuasiparticleLinearisation.linearisation_strict
#print axioms QuasiparticleLinearisation.newton_converges
```

```
'QuasiparticleLinearisation.quasiparticle_root_bracket' depends on axioms: [propext, Classical.choice, Quot.sound]
'QuasiparticleLinearisation.linearisation_strict' depends on axioms: [propext, Classical.choice, Quot.sound]
'QuasiparticleLinearisation.newton_converges' depends on axioms: [propext, Classical.choice, Quot.sound]
```

## One root, bracketed from both sides

The self-energy is a finite sum over poles at real positions $d_j$ with real strengths $b_j$,
$$\Sigma(x)=\sum_j \frac{b_j}{x-d_j},\qquad \Sigma'(x)=-\sum_j\frac{b_j}{(x-d_j)^2},\qquad Z(x)=\frac{1}{1-\Sigma'(x)} .$$
In Lean these are `selfEnergy b d x`, `slope b d x` and `weight b d x`. The slope is written as an explicit formula, and `hasDerivAt_selfEnergy` confirms that it is the derivative away from the poles. The index type `ι` is finite and may be empty, in which case $\Sigma=0$ and every energy in the bracket below equals $\varepsilon$.

The hypotheses `hb` and `hd` say that $b_j\ge 0$ and $d_j<\varepsilon$ for all $j$. Under them, `quasiparticle_root_bracket` states that $x=\varepsilon+\Sigma(x)$ has a root $x_*\ge\varepsilon$ (`xs` in the code), that every root $y\ge\varepsilon$ equals it, and that
$$\varepsilon\le\varepsilon+Z(\varepsilon)\Sigma(\varepsilon)\le x_*\le\varepsilon+\Sigma(\varepsilon).$$
In the opening example $\Sigma(0)=2$ and $Z(0)=1/3$, so the chain reads $0\le 2/3\le 1\le 2$. That equation also has the root $-2$, below the pole; the theorem concerns only energies from $\varepsilon$ upwards.

Two further theorems take such a root as given. `linearisation_strict` makes all three inequalities strict when at least one $b_j$ is positive. `newton_converges` treats the repeated linearisation
$$N(x)=x+Z(x)\,\bigl(\varepsilon+\Sigma(x)-x\bigr),$$
which is `newtonStep b d ε x`, with slope and weight recomputed at each new energy. Started at $\varepsilon$, the iterates stay between $\varepsilon$ and $x_*$, converge to $x_*$, and after $n$ steps have error at most $(1-Z(\varepsilon))^n(x_*-\varepsilon)$.

## A level pushed up by the states beneath it

The equation describes a level $\varepsilon$ coupled to other levels $d_j$, with $b_j$ the squared modulus of each coupling. This is why the strengths are nonnegative. Levels lying below $\varepsilon$ repel it upwards, and $x_*$ is its shifted energy.

The condition $d_j<\varepsilon$ is a real restriction. A correlation self-energy in electronic structure generally has poles on both sides of a level near the gap, and poles above contribute with the opposite sign and curvature. The model is also scalar, with real poles and no broadening. A static contribution can be absorbed into $\varepsilon$, but the linearisation is then made at the shifted energy, which need not be the mean-field eigenvalue used as the expansion point in a $G_0W_0$ calculation.

For quasiparticle solvers, the result fixes the sign of the linearisation error in this finite, one-level model with all poles below the level, and it guarantees that Newton iteration from $\varepsilon$ converges to the root.

The same physics could have been modelled by a Hermitian matrix with diagonal entries $\varepsilon$ and $d_j$, and couplings $V_j$ only between $\varepsilon$ and the other levels. Then $b_j=|V_j|^2$ would be nonnegative by construction, and $x_*$ would be the largest eigenvalue, so its existence would come from the spectral theorem. Eliminating the other components would recover the scalar equation. The undershoot would follow from the variational principle: with $V_j$ the entries in the row of $\varepsilon$, the trial vector with component $1$ on $\varepsilon$ and $\overline{V_j}/(\varepsilon-d_j)$ on the other levels has Rayleigh quotient $\varepsilon+Z(\varepsilon)\Sigma(\varepsilon)$, which cannot exceed the largest eigenvalue.

## A curve that never rises gives existence and uniqueness

For $\varepsilon\le x\le y$, every denominator satisfies $0<x-d_j\le y-d_j$. Hence $b_j/(y-d_j)\le b_j/(x-d_j)$, and summing gives $\Sigma(y)\le\Sigma(x)$. This is `selfEnergy_anti`, proved term by term.

Now let $f(x)=x-\varepsilon-\Sigma(x)$. Since $\Sigma(\varepsilon)\ge0$,
$$f(\varepsilon)=-\Sigma(\varepsilon)\le0,\qquad f(\varepsilon+\Sigma(\varepsilon))=\Sigma(\varepsilon)-\Sigma(\varepsilon+\Sigma(\varepsilon))\ge0 .$$
The function is continuous on $[\varepsilon,\varepsilon+\Sigma(\varepsilon)]$, which contains no pole, so it vanishes somewhere in that interval. Lean obtains continuity from the derivative theorem, records the two signs in `hmem` and applies `intermediate_value_Icc`. The upper bound on $x_*$ comes with the interval.

If $x\le y$ are both roots above $\varepsilon$, subtracting their equations gives $y-x=\Sigma(y)-\Sigma(x)\le0$, so $x=y$. The last lines of `quasiparticle_root_bracket` carry this out for both possible orderings.

## The gap above the tangent gives the undershoot

For one pole, write $u=x-d_j$ and $v=y-d_j$. Then
$$\frac1v-\frac1u+\frac{v-u}{u^2}=\frac{u^2-2uv+v^2}{u^2v}=\frac{(v-u)^2}{u^2v}.$$
Multiplying by $b_j$ and summing gives
$$\Sigma(y)-\bigl[\Sigma(x)+\Sigma'(x)(y-x)\bigr]=(y-x)^2\sum_j\frac{b_j}{(x-d_j)^2(y-d_j)} .$$
This is `selfEnergy_tangent_gap`; `field_simp` and `ring` verify the identity for each pole. Above the poles the right-hand side is nonnegative.

Take $\varepsilon\le x\le x_*$ and set $y=x_*$. Because $\Sigma(x_*)=x_*-\varepsilon$, the nonnegative gap rearranges to
$$\varepsilon+\Sigma(x)-x\le(1-\Sigma'(x))(x_*-x).$$
Multiplying by $Z(x)>0$ gives $N(x)-x\le x_*-x$, so the step does not pass the root. At $x=\varepsilon$ the step is $N(\varepsilon)=\varepsilon+Z(\varepsilon)\Sigma(\varepsilon)$, which yields the undershoot in the bracket.

In `newtonStep_bounds` the displayed inequality is `ht`, its product with the weight is `hup`, and `hZ` supplies the cancellation $Z(x)(1-\Sigma'(x))=1$.

## A growing weight controls the iteration

As $x$ rises from $\varepsilon$, each $b_j/(x-d_j)^2$ can only fall. Thus $1-\Sigma'(x)$ does not increase and stays at least one, so
$$0<Z(\varepsilon)\le Z(x)\le1,$$
which is `weight_bounds`. Monotonicity of $\Sigma$ also gives
$$\varepsilon+\Sigma(x)-x\ge\varepsilon+\Sigma(x_*)-x=x_*-x\ge0 .$$
Multiplying the two estimates (`hlow` in Lean) gives $N(x)-x\ge Z(\varepsilon)(x_*-x)$. The step therefore moves upwards or stays put, and
$$x_*-N(x)\le(1-Z(\varepsilon))(x_*-x).$$

Induction on $n$ turns this into the geometric error bound. Since $0\le1-Z(\varepsilon)<1$, the bound tends to zero, and a squeeze between it and the root proves convergence. In the opening example the second iterate is $42/43$: its error is $1/43$, well inside the guaranteed $(2/3)^2=4/9$.

## One active pole makes every inequality strict

If some $b_k>0$, any sum of the $b_j$ over positive denominators is positive; this is the local statement `key`. Hence $\Sigma(\varepsilon)>0$ and, from the root equation, $x_*-\varepsilon=\Sigma(x_*)>0$. The first of these, with $Z(\varepsilon)>0$, puts the linearised energy strictly above $\varepsilon$.

The exact difference in `selfEnergy_chord`,
$$\Sigma(\varepsilon)-\Sigma(x_*)=(x_*-\varepsilon)\sum_j\frac{b_j}{(\varepsilon-d_j)(x_*-d_j)},$$
is then positive, so $x_*<\varepsilon+\Sigma(\varepsilon)$. The tangent gap between $\varepsilon$ and $x_*$ is positive for the same reason, and repeating the undershoot argument with strict signs gives $\varepsilon+Z(\varepsilon)\Sigma(\varepsilon)<x_*$.
